# At most 2Z + 1 point electrons can each feel a repulsive potential no larger than the attraction of a nucleus of charge Z

Put a nucleus of charge Z at the origin and N electrons at distinct points xᵢ ≠ 0, with i running from 0 to N − 1. In atomic units, the other electrons produce at electron i the potential

Vᵢ = Σ_{j≠i} 1/‖xᵢ − xⱼ‖.

I call the configuration classically bound if Vᵢ ≤ Z/‖xᵢ‖ for every i. Moving any one electron to infinity, with the others held fixed, then never lowers the electrostatic energy. I have seen it said that this alone forces N ≤ 2Z + 1, by nothing deeper than the triangle inequality, and that it is the classical core of Lieb's bound on the ionisation of atoms. Could someone show me the argument in full, with a machine-checked proof?

## Weighting each electron by its distance from the nucleus

Yes, for N ≥ 1. Multiply the i-th condition by ‖xᵢ‖ > 0 and sum over i:

S = Σᵢ ‖xᵢ‖ Vᵢ ≤ NZ.

Written out, S is the sum of ‖xᵢ‖/‖xᵢ − xⱼ‖ over ordered pairs i ≠ j. Exchanging the labels i and j changes the numerator to ‖xⱼ‖ and leaves the sum unchanged. Adding the two forms gives

2S = Σᵢ Σ_{j≠i} (‖xᵢ‖ + ‖xⱼ‖)/‖xᵢ − xⱼ‖.

By the triangle inequality ‖xᵢ − xⱼ‖ ≤ ‖xᵢ‖ + ‖xⱼ‖, so every term is at least 1. There are N(N − 1) ordered pairs, hence

N(N − 1) ≤ 2S ≤ 2NZ,

and division by N gives N ≤ 2Z + 1.

## When the bound is attained

Two electrons at x and −x are a distance 2‖x‖ apart. Each condition reads 1/(2‖x‖) ≤ Z/‖x‖, that is, Z ≥ 1/2. At Z = 1/2 the bound 2Z + 1 equals 2 and is attained.

In ℝ³ this cannot happen for N ≥ 3. Equality would require ‖xᵢ − xⱼ‖ = ‖xᵢ‖ + ‖xⱼ‖ for all pairs, so any two electrons would lie in opposite directions from the nucleus. But if y and z are both opposite to x, they point the same way and are not opposite to each other. So one pair contributes more than 1, and N < 2Z + 1.

For an integer charge Z ≥ 1 this means N ≤ 2Z when N ≥ 3. When N ≤ 2 the same inequality is immediate, since 2 ≤ 2Z.

As a numerical instance, put three electrons at the corners of an equilateral triangle centred on the nucleus, each at distance 1 from it. The sides have length √3, so each electron feels 2/√3 ≈ 1.155, and the configuration is bound exactly when Z ≥ 2/√3. Here 2S = 6 · 2/√3 ≈ 6.93, which exceeds the 6 ordered pairs as it should. With Z = 1 the triangle is not bound, in agreement with N ≤ 2Z = 2; with Z = 2 it is.

## The checked file

```lean
import Mathlib

open Finset

namespace ClassicalIonisationBound

variable {E : Type*} [NormedAddCommGroup E] {N : ℕ}

/-- The Coulomb potential at electron `i` produced by all the other electrons, in atomic units; it
is meant for distinct points, and an electron coinciding with `i` contributes 0. -/
noncomputable def repulsion (x : Fin N → E) (i : Fin N) : ℝ :=
  ∑ j ∈ univ.erase i, 1 / ‖x i - x j‖

/-- At every electron the repulsion by the others is at most the attraction `Z / ‖x i‖` of a nucleus
of charge `Z` at the origin; that the points are distinct and away from the nucleus is not part of
the definition. -/
def ClassicallyBound (Z : ℝ) (x : Fin N → E) : Prop :=
  ∀ i, repulsion x i ≤ Z / ‖x i‖

/-- For two distinct points, the sum of the distances to the nucleus is at least
their mutual distance, written as a ratio. -/
theorem one_le_pair_ratio {x y : E} (h : x ≠ y) : 1 ≤ (‖x‖ + ‖y‖) / ‖x - y‖ :=
  (one_le_div (norm_pos_iff.mpr (sub_ne_zero.mpr h))).mpr (norm_sub_le x y)

/-- There are `N (N - 1)` ordered pairs of different electrons. -/
theorem count_pairs (N : ℕ) :
    ∑ i : Fin N, ∑ _j ∈ univ.erase i, (1 : ℝ) = N * (N - 1) := by
  have h : ∀ i : Fin N, ∑ _j ∈ univ.erase i, (1 : ℝ) = N - 1 := by
    intro i
    have h1 : (1 : ℝ) + ∑ _j ∈ univ.erase i, (1 : ℝ) = ∑ _j : Fin N, (1 : ℝ) :=
      Finset.add_sum_erase _ (fun _ => (1 : ℝ)) (Finset.mem_univ i)
    have h2 : ∑ _j : Fin N, (1 : ℝ) = N := by simp
    linarith
  rw [Finset.sum_congr rfl (fun i _ => h i)]
  simp
  ring

/-- Twice the repulsion weighted by the distance to the nucleus is a sum over ordered pairs
that is symmetric in the two electrons. -/
theorem two_mul_weighted_repulsion (x : Fin N → E) :
    2 * ∑ i, ‖x i‖ * repulsion x i =
      ∑ i, ∑ j ∈ univ.erase i, (‖x i‖ + ‖x j‖) / ‖x i - x j‖ := by
  -- the diagonal terms vanish, so both sums may run over all pairs
  have h : ∀ i, ‖x i‖ * repulsion x i = ∑ j, ‖x i‖ / ‖x i - x j‖ := by
    intro i
    have e : repulsion x i = ∑ j, 1 / ‖x i - x j‖ := Finset.sum_erase _ (by simp)
    rw [e, Finset.mul_sum]
    exact Finset.sum_congr rfl (fun j _ => by ring)
  have h' : ∀ i, ∑ j ∈ univ.erase i, (‖x i‖ + ‖x j‖) / ‖x i - x j‖ =
      ∑ j, (‖x i‖ / ‖x i - x j‖ + ‖x j‖ / ‖x j - x i‖) := by
    intro i
    have e : ∑ j ∈ univ.erase i, (‖x i‖ + ‖x j‖) / ‖x i - x j‖ =
        ∑ j, (‖x i‖ + ‖x j‖) / ‖x i - x j‖ := Finset.sum_erase _ (by simp)
    rw [e]
    refine Finset.sum_congr rfl (fun j _ => ?_)
    rw [norm_sub_rev (x j) (x i), add_div]
  -- exchange the labels of the two electrons
  have hc : ∑ i, ∑ j, ‖x j‖ / ‖x j - x i‖ = ∑ i, ∑ j, ‖x i‖ / ‖x i - x j‖ :=
    Finset.sum_comm
  simp only [h, h', Finset.sum_add_distrib]
  rw [hc]
  ring

/-- In a bound configuration with no electron on the nucleus, the repulsion weighted by the distance
to the nucleus adds up to at most `N Z`. -/
theorem weighted_repulsion_le {Z : ℝ} {x : Fin N → E} (hx : ∀ i, x i ≠ 0)
    (h : ClassicallyBound Z x) : ∑ i, ‖x i‖ * repulsion x i ≤ N * Z := by
  calc ∑ i, ‖x i‖ * repulsion x i ≤ ∑ _i : Fin N, Z := by
        refine Finset.sum_le_sum (fun i _ => ?_)
        rw [mul_comm]
        exact (le_div_iff₀ (norm_pos_iff.mpr (hx i))).mp (h i)
    _ = N * Z := by simp

/-- If `N ≥ 1` distinct electrons away from the nucleus are classically bound by the charge `Z`,
then `N ≤ 2 Z + 1`. -/
theorem electron_number_le {Z : ℝ} {x : Fin N → E} (hN : 1 ≤ N)
    (hinj : Function.Injective x) (hx : ∀ i, x i ≠ 0) (h : ClassicallyBound Z x) :
    (N : ℝ) ≤ 2 * Z + 1 := by
  have hpos : (0 : ℝ) < N := by exact_mod_cast hN
  -- every ordered pair contributes at least one
  have hle : ∑ i : Fin N, ∑ _j ∈ univ.erase i, (1 : ℝ) ≤
      ∑ i, ∑ j ∈ univ.erase i, (‖x i‖ + ‖x j‖) / ‖x i - x j‖ :=
    Finset.sum_le_sum (fun i _ => Finset.sum_le_sum (fun j hj =>
      one_le_pair_ratio (fun e => Finset.ne_of_mem_erase hj (hinj e).symm)))
  rw [count_pairs, ← two_mul_weighted_repulsion] at hle
  have hw := weighted_repulsion_le hx h
  have hm : (N : ℝ) * (N - 1) ≤ N * (2 * Z) := by linarith
  have := le_of_mul_le_mul_left hm hpos
  linarith

/-- Two electrons at opposite points `x` and `-x`, with `x ≠ 0`, are classically bound exactly when
the nuclear charge is at least `1/2`. -/
theorem antipodal_pair_bound_iff [NormedSpace ℝ E] {x : E} (hx : x ≠ 0) (Z : ℝ) :
    ClassicallyBound Z ![x, -x] ↔ 1 / 2 ≤ Z := by
  have hr : 0 < ‖x‖ := norm_pos_iff.mpr hx
  have hn : ‖x‖ ≠ 0 := hr.ne'
  have h2 : ‖x - -x‖ = 2 * ‖x‖ := by
    rw [sub_neg_eq_add, ← two_smul ℝ x, norm_smul]
    norm_num
  have h3 : ‖-x - x‖ = 2 * ‖x‖ := by rw [norm_sub_rev, h2]
  have e0 : univ.erase (0 : Fin 2) = {1} := by decide
  have e1 : univ.erase (1 : Fin 2) = {0} := by decide
  have r0 : repulsion ![x, -x] 0 = 1 / (2 * ‖x‖) := by
    unfold repulsion
    rw [e0, Finset.sum_singleton]
    change 1 / ‖x - -x‖ = _
    rw [h2]
  have r1 : repulsion ![x, -x] 1 = 1 / (2 * ‖x‖) := by
    unfold repulsion
    rw [e1, Finset.sum_singleton]
    change 1 / ‖-x - x‖ = _
    rw [h3]
  have key : 1 / (2 * ‖x‖) ≤ Z / ‖x‖ ↔ 1 / 2 ≤ Z := by
    have e : 1 / (2 * ‖x‖) * ‖x‖ = 1 / 2 := by field_simp
    rw [le_div_iff₀ hr, e]
  unfold ClassicallyBound
  rw [Fin.forall_fin_two, r0, r1]
  change (1 / (2 * ‖x‖) ≤ Z / ‖x‖ ∧ 1 / (2 * ‖x‖) ≤ Z / ‖-x‖) ↔ _
  rw [norm_neg, key, and_self]

/-- Among three nonzero vectors in a space with strictly convex norm, some pair satisfies the
triangle inequality `‖u - v‖ ≤ ‖u‖ + ‖v‖` strictly. -/
theorem exists_strict_pair [NormedSpace ℝ E] [StrictConvexSpace ℝ E] {x y z : E}
    (hx : x ≠ 0) (hy : y ≠ 0) (hz : z ≠ 0) :
    ‖x - y‖ < ‖x‖ + ‖y‖ ∨ ‖x - z‖ < ‖x‖ + ‖z‖ ∨ ‖y - z‖ < ‖y‖ + ‖z‖ := by
  by_contra h
  simp only [not_or, not_lt] at h
  obtain ⟨h1, h2, h3⟩ := h
  -- equality forces opposite directions
  have ray : ∀ u v : E, ‖u‖ + ‖v‖ ≤ ‖u - v‖ → SameRay ℝ u (-v) := by
    intro u v huv
    rw [sameRay_iff_norm_add, ← sub_eq_add_neg, norm_neg]
    exact le_antisymm (norm_sub_le u v) huv
  have hyz : SameRay ℝ y z :=
    sameRay_neg_iff.mp ((ray x y h1).symm.trans (ray x z h2) (fun h0 => absurd h0 hx))
  have hzz : SameRay ℝ z (-z) := hyz.symm.trans (ray y z h3) (fun h0 => absurd h0 hy)
  exact hz (eq_zero_of_sameRay_self_neg hzz)

/-- If three or more electrons at distinct points away from the nucleus, in a space with strictly
convex norm, are classically bound by the charge `Z`, then `N < 2 Z + 1`. -/
theorem electron_number_lt [NormedSpace ℝ E] [StrictConvexSpace ℝ E] {Z : ℝ}
    {x : Fin N → E} (hN : 3 ≤ N) (hinj : Function.Injective x) (hx : ∀ i, x i ≠ 0)
    (h : ClassicallyBound Z x) : (N : ℝ) < 2 * Z + 1 := by
  have pair : ∃ i j : Fin N, j ≠ i ∧ ‖x i - x j‖ < ‖x i‖ + ‖x j‖ := by
    rcases exists_strict_pair (hx ⟨0, by omega⟩) (hx ⟨1, by omega⟩) (hx ⟨2, by omega⟩)
      with h | h | h
    · exact ⟨_, _, by simp [Fin.ext_iff], h⟩
    · exact ⟨_, _, by simp [Fin.ext_iff], h⟩
    · exact ⟨_, _, by simp [Fin.ext_iff], h⟩
  obtain ⟨a, b, hba, hab⟩ := pair
  have hle : ∀ i, ∀ j ∈ univ.erase i, 1 ≤ (‖x i‖ + ‖x j‖) / ‖x i - x j‖ := fun i j hj =>
    one_le_pair_ratio (fun e => Finset.ne_of_mem_erase hj (hinj e).symm)
  have hd : 0 < ‖x a - x b‖ :=
    norm_pos_iff.mpr (sub_ne_zero.mpr (fun e => hba (hinj e).symm))
  -- one strict pair makes the whole sum strict
  have hlt : ∑ i : Fin N, ∑ _j ∈ univ.erase i, (1 : ℝ) <
      ∑ i, ∑ j ∈ univ.erase i, (‖x i‖ + ‖x j‖) / ‖x i - x j‖ :=
    Finset.sum_lt_sum (fun i _ => Finset.sum_le_sum (hle i))
      ⟨a, Finset.mem_univ a, Finset.sum_lt_sum (hle a)
        ⟨b, Finset.mem_erase.mpr ⟨hba, Finset.mem_univ b⟩, (one_lt_div hd).mpr hab⟩⟩
  rw [count_pairs, ← two_mul_weighted_repulsion] at hlt
  have hw := weighted_repulsion_le hx h
  have hm : (N : ℝ) * (N - 1) < N * (2 * Z) := by linarith
  have := lt_of_mul_lt_mul_left hm (Nat.cast_nonneg N)
  linarith

/-- In three-dimensional space a nucleus of integer charge `Z ≥ 1` classically binds at most `2 Z`
electrons at distinct points away from it. -/
theorem electron_number_le_two_mul {Z : ℕ} {x : Fin N → EuclideanSpace ℝ (Fin 3)}
    (hZ : 1 ≤ Z) (hinj : Function.Injective x) (hx : ∀ i, x i ≠ 0)
    (h : ClassicallyBound (Z : ℝ) x) : N ≤ 2 * Z := by
  rcases lt_or_ge N 3 with hN | hN
  · omega
  · have hlt := electron_number_lt hN hinj hx h
    have hnat : N < 2 * Z + 1 := by exact_mod_cast hlt
    omega

end ClassicalIonisationBound
```

```lean
#print axioms ClassicalIonisationBound.electron_number_le
#print axioms ClassicalIonisationBound.antipodal_pair_bound_iff
#print axioms ClassicalIonisationBound.electron_number_le_two_mul
```

```
'ClassicalIonisationBound.electron_number_le' depends on axioms: [propext, Classical.choice, Quot.sound]
'ClassicalIonisationBound.antipodal_pair_bound_iff' depends on axioms: [propext, Classical.choice, Quot.sound]
'ClassicalIonisationBound.electron_number_le_two_mul' depends on axioms: [propext, Classical.choice, Quot.sound]
```

## What the Lean statements say

A configuration is a map `x : Fin N → E`, and `repulsion x i` is Vᵢ, with `univ.erase i` standing for the labels j ≠ i. `ClassicallyBound Z x` is the binding condition. The hypothesis `hinj` says that the electrons sit at distinct points, and `hx` that none sits on the nucleus.

`electron_number_le` is the bound N ≤ 2Z + 1. It takes any real Z and any normed additive group `E`, so ℝ³ is a special case. `antipodal_pair_bound_iff` is the statement about x and −x in a real normed space. `electron_number_lt` is the strict inequality for N ≥ 3; it assumes a strictly convex norm, which the Euclidean norm is. `electron_number_le_two_mul` gives N ≤ 2Z in `EuclideanSpace ℝ (Fin 3)` for a natural number Z ≥ 1.

Lieb's theorem is about bound states of the many-electron Schrödinger operator, where the kinetic energy must also be controlled. In this model the electrons are fixed classical points, and the binding inequality is assumed at each of them, not derived from a ground state. What carries over to the quantum problem is the weighting by ‖xᵢ‖ and the symmetrisation of the repulsion.

## How the proof follows the derivation

`weighted_repulsion_le` is the first step, S ≤ NZ: `le_div_iff₀` clears the denominator ‖xᵢ‖, and the resulting inequalities are summed.

`two_mul_weighted_repulsion` is the symmetrised formula for 2S. Lean sets division by zero to 0, so the diagonal terms j = i vanish and both sums can run over all pairs. `Finset.sum_comm` then exchanges the labels.

`one_le_pair_ratio` is the triangle inequality in ratio form, with distinctness making the denominator positive. `count_pairs` supplies N(N − 1). `electron_number_le` compares the double sum term by term with a sum of ones, inserts these lemmas, and cancels the factor N, which is positive because N ≥ 1.

For the antipodal pair, the proof evaluates both repulsions as 1/(2‖x‖) and reduces each condition to 1/2 ≤ Z.

`exists_strict_pair` argues by contradiction. If no pair among three nonzero vectors is strict, `sameRay_iff_norm_add` turns each equality into a statement about directions: u and −v lie on the same ray. Chaining these puts z and −z on the same ray, which forces z = 0.

`electron_number_lt` applies this to electrons 0, 1 and 2. `Finset.sum_lt_sum`, used once for the inner sum and once for the outer, carries the one strict term through to the total. The integer version splits at N = 3: below it `omega` finishes at once, and from there on N < 2Z + 1 between natural numbers is the same as N ≤ 2Z.
